# A GGA correlation integrand that is zero at every point of every one-electron density is zero for the fully polarized uniform gas

Anyone who asks a generalized gradient approximation (GGA) for correlation both to vanish pointwise for all one-electron densities and to reproduce the correlation energy of the fully spin-polarized uniform electron gas will be searching for parameters that do not exist. The first demand already forces the integrand to be zero for that gas, as the following file proves, whereas the true correlation energy of the gas is not zero.

```lean
import Mathlib

open scoped Real ContDiff

namespace GGAOneElectronConstraint

noncomputable section

/-- Three-dimensional physical space. -/
abbrev Space := EuclideanSpace ℝ (Fin 3)

/-- The radial Gaussian profile `(a/π)^(3/2) exp(-a r²)`, for a width parameter `a > 0`. -/
def gaussianProfile (a r : ℝ) : ℝ := (a / π) ^ (3 / 2 : ℝ) * Real.exp (-a * r ^ 2)

/-- The spherical Gaussian density in space, for a width parameter `a > 0`. -/
def gaussianDensity (a : ℝ) (x : Space) : ℝ := gaussianProfile a ‖x‖

/-- A one-electron density is the squared modulus of a smooth normalized orbital. -/
def IsOneElectronDensity (n : Space → ℝ) : Prop :=
  ∃ φ : Space → ℂ, ContDiff ℝ ∞ φ ∧ (∫ x, ‖φ x‖ ^ 2) = 1 ∧ ∀ x, n x = ‖φ x‖ ^ 2

/-- The value at `x` of a GGA integrand `f`, a function of the two spin densities
and their gradients. -/
def ggaIntegrand (f : ℝ → ℝ → Space → Space → ℝ) (nUp nDown : Space → ℝ) (x : Space) : ℝ :=
  f (nUp x) (nDown x) (gradient nUp x) (gradient nDown x)

/-- The integrand is zero at every point for every spin-up one-electron density. -/
def VanishesForOneElectron (f : ℝ → ℝ → Space → Space → ℝ) : Prop :=
  ∀ n, IsOneElectronDensity n → ∀ x, ggaIntegrand f n (fun _ => 0) x = 0

/-- For every `n₀ > 0` and every real `s`, there is an `a > 0` for which the Gaussian profile
`(a/π)^(3/2) exp(-a r²)` equals `n₀` at `r = s/(2a)`, where `a r² = s²/(4a)`. -/
theorem exists_width {n₀ : ℝ} (hn : 0 < n₀) (s : ℝ) :
    ∃ a : ℝ, 0 < a ∧ (a / π) ^ (3 / 2 : ℝ) * Real.exp (-(s ^ 2 / (4 * a))) = n₀ := by
  have key : ∀ M : ℝ, 0 < M → (π * M ^ (2 / 3 : ℝ) / π) ^ (3 / 2 : ℝ) = M := by
    intro M hM
    rw [mul_div_cancel_left₀ _ Real.pi_ne_zero, ← Real.rpow_mul hM.le]
    norm_num
  have hc : ContinuousOn
      (fun a : ℝ => (a / π) ^ (3 / 2 : ℝ) * Real.exp (-(s ^ 2 / (4 * a)))) (Set.Ioi 0) := by
    intro a ha
    have ha' : a ≠ 0 := (show (0 : ℝ) < a from ha).ne'
    have h1 : ContinuousAt (fun a : ℝ => (a / π) ^ (3 / 2 : ℝ)) a :=
      (continuousAt_id.div_const π).rpow_const (Or.inr (by norm_num))
    have h2 : ContinuousAt (fun a : ℝ => Real.exp (-(s ^ 2 / (4 * a)))) a :=
      (continuousAt_const.div (continuousAt_const.mul continuousAt_id)
        (mul_ne_zero four_ne_zero ha')).neg.rexp
    exact (h1.mul h2).continuousWithinAt
  -- at `a = π n₀^(2/3)` the value is at most `n₀`
  have hl : 0 < π * n₀ ^ (2 / 3 : ℝ) := by positivity
  have hlow : (π * n₀ ^ (2 / 3 : ℝ) / π) ^ (3 / 2 : ℝ) *
      Real.exp (-(s ^ 2 / (4 * (π * n₀ ^ (2 / 3 : ℝ))))) ≤ n₀ := by
    rw [key n₀ hn]
    exact mul_le_of_le_one_right hn.le
      (Real.exp_le_one_iff.mpr (neg_nonpos.mpr (by positivity)))
  -- at a suitable larger parameter `u` the value is at least `n₀`
  obtain ⟨M, hMdef⟩ : ∃ M, M = n₀ * Real.exp (s ^ 2 / 4) := ⟨_, rfl⟩
  have hM : 0 < M := by rw [hMdef]; positivity
  have hp : 0 < π * M ^ (2 / 3 : ℝ) := by positivity
  obtain ⟨u, hu⟩ : ∃ u, u = π * M ^ (2 / 3 : ℝ) + 1 := ⟨_, rfl⟩
  have hu0 : 0 < u := by linarith
  have h1 : M ≤ (u / π) ^ (3 / 2 : ℝ) := by
    rw [← key M hM]
    refine Real.rpow_le_rpow (by positivity) ?_ (by norm_num)
    exact (div_le_div_iff_of_pos_right Real.pi_pos).mpr (by linarith)
  have h2 : Real.exp (-(s ^ 2 / 4)) ≤ Real.exp (-(s ^ 2 / (4 * u))) :=
    Real.exp_le_exp.mpr (neg_le_neg
      (div_le_div_of_nonneg_left (sq_nonneg s) (by norm_num) (by linarith)))
  have hup : n₀ ≤ (u / π) ^ (3 / 2 : ℝ) * Real.exp (-(s ^ 2 / (4 * u))) := by
    calc n₀ = M * Real.exp (-(s ^ 2 / 4)) := by
          rw [hMdef, mul_assoc, ← Real.exp_add, add_neg_cancel, Real.exp_zero, mul_one]
      _ ≤ _ := mul_le_mul h1 h2 (Real.exp_pos _).le (hM.le.trans h1)
  obtain ⟨a, ha, h⟩ := isPreconnected_Ioi.intermediate_value
    (show _ ∈ Set.Ioi (0 : ℝ) from hl) (show u ∈ Set.Ioi (0 : ℝ) from hu0) hc ⟨hlow, hup⟩
  exact ⟨a, ha, h⟩

/-- The radial slope of the Gaussian profile is `-2 a r n(r)`. -/
theorem hasDerivAt_gaussianProfile (a r : ℝ) :
    HasDerivAt (gaussianProfile a) (-(2 * a * r * gaussianProfile a r)) r := by
  have h0 : HasDerivAt (fun r : ℝ => r ^ 2) (2 * r) r := by simpa using hasDerivAt_pow 2 r
  have h := ((h0.const_mul (-a)).exp).const_mul ((a / π) ^ (3 / 2 : ℝ))
  refine h.congr_deriv ?_
  simp only [gaussianProfile]
  ring

/-- Every density `n₀ > 0` and slope magnitude `g₀ ≥ 0` occur together at some radius
of some normalized Gaussian. -/
theorem gaussian_attains_density_and_slope {n₀ g₀ : ℝ} (hn : 0 < n₀) (hg : 0 ≤ g₀) :
    ∃ a r : ℝ, 0 < a ∧ 0 ≤ r ∧ gaussianProfile a r = n₀ ∧
      |deriv (gaussianProfile a) r| = g₀ := by
  obtain ⟨a, ha, h⟩ := exists_width hn (g₀ / n₀)
  have e : -a * (g₀ / (2 * a * n₀)) ^ 2 = -((g₀ / n₀) ^ 2 / (4 * a)) := by
    field_simp
    ring
  have hv : gaussianProfile a (g₀ / (2 * a * n₀)) = n₀ := by
    unfold gaussianProfile
    rw [e]
    exact h
  refine ⟨a, g₀ / (2 * a * n₀), ha, by positivity, hv, ?_⟩
  have hs : 2 * a * (g₀ / (2 * a * n₀)) * n₀ = g₀ := by field_simp
  rw [(hasDerivAt_gaussianProfile a _).deriv, hv, hs, abs_neg, abs_of_nonneg hg]

/-- The gradient of the Gaussian density at `x` is `-2 a n(x) x`. -/
theorem hasGradientAt_gaussianDensity (a : ℝ) (x : Space) :
    HasGradientAt (gaussianDensity a) ((-(2 * a * gaussianDensity a x)) • x) x := by
  have h := (((hasStrictFDerivAt_norm_sq x).hasFDerivAt.const_mul (-a)).exp).const_mul
    ((a / π) ^ (3 / 2 : ℝ))
  refine hasGradientAt_iff_hasFDerivAt.mpr
    (h.congr_fderiv (ContinuousLinearMap.ext fun v => ?_))
  change (a / π) ^ (3 / 2 : ℝ) * (Real.exp (-a * ‖x‖ ^ 2) * (-a * (2 • inner ℝ x v))) =
    inner ℝ ((-(2 * a * gaussianDensity a x)) • x) v
  rw [real_inner_smul_left, nsmul_eq_mul]
  simp only [gaussianDensity, gaussianProfile]
  push_cast
  ring

/-- A Gaussian density with `a > 0` is the density of a smooth normalized orbital. -/
theorem gaussian_isOneElectronDensity {a : ℝ} (ha : 0 < a) :
    IsOneElectronDensity (gaussianDensity a) := by
  have hsq : ∀ x : Space, gaussianDensity a x =
      ‖((√((a / π) ^ (3 / 2 : ℝ)) * Real.exp (-(a / 2) * ‖x‖ ^ 2) : ℝ) : ℂ)‖ ^ 2 := by
    intro x
    have he : Real.exp (-(a / 2) * ‖x‖ ^ 2) ^ 2 = Real.exp (-a * ‖x‖ ^ 2) := by
      rw [sq, ← Real.exp_add]
      congr 1
      ring
    rw [Complex.norm_real, Real.norm_eq_abs, sq_abs, mul_pow,
      Real.sq_sqrt (by positivity), he]
    rfl
  refine ⟨_, ?_, ?_, hsq⟩
  · exact Complex.ofRealCLM.contDiff.comp
      (contDiff_const.mul ((contDiff_const.mul (contDiff_norm_sq ℝ)).exp))
  · -- the squared norm of the orbital is a three-dimensional Gaussian integral
    simp_rw [← hsq]
    simp only [gaussianDensity, gaussianProfile]
    rw [MeasureTheory.integral_const_mul, GaussianFourier.integral_rexp_neg_mul_sq_norm ha,
      finrank_euclideanSpace_fin, Nat.cast_ofNat,
      ← Real.mul_rpow (by positivity) (by positivity)]
    have h1 : a / π * (π / a) = 1 := by field_simp
    rw [h1, Real.one_rpow]

/-- Every density `n₀ > 0` and every gradient vector `g` occur together at some point of
some one-electron density. -/
theorem oneElectron_attains_density_and_gradient {n₀ : ℝ} (hn : 0 < n₀) (g : Space) :
    ∃ n, IsOneElectronDensity n ∧ ∃ x, n x = n₀ ∧ gradient n x = g := by
  obtain ⟨a, ha, h⟩ := exists_width hn (‖g‖ / n₀)
  have e : -a * ‖(-(1 / (2 * a * n₀))) • g‖ ^ 2 = -((‖g‖ / n₀) ^ 2 / (4 * a)) := by
    rw [norm_smul, mul_pow, Real.norm_eq_abs, sq_abs]
    field_simp
    ring
  have hv : gaussianDensity a ((-(1 / (2 * a * n₀))) • g) = n₀ := by
    unfold gaussianDensity gaussianProfile
    rw [e]
    exact h
  refine ⟨_, gaussian_isOneElectronDensity ha, _, hv, ?_⟩
  have hs : -(2 * a * n₀) * -(1 / (2 * a * n₀)) = 1 := by field_simp
  rw [(hasGradientAt_gaussianDensity a _).gradient, hv, smul_smul, hs, one_smul]

/-- A GGA integrand that vanishes pointwise for all one-electron densities vanishes for every
positive spin-up density and every gradient, when the spin-down density and its gradient
are zero. -/
theorem vanishes_on_polarized_sector {f : ℝ → ℝ → Space → Space → ℝ}
    (hf : VanishesForOneElectron f) {n₀ : ℝ} (hn : 0 < n₀) (g : Space) :
    f n₀ 0 g 0 = 0 := by
  obtain ⟨n, h1, x, hx, hg⟩ := oneElectron_attains_density_and_gradient hn g
  have h0 : gradient (fun _ : Space => (0 : ℝ)) x = 0 := by simp [gradient]
  have h := hf n h1 x
  unfold ggaIntegrand at h
  rwa [hx, hg, h0] at h

/-- A GGA integrand that vanishes pointwise for all one-electron densities also vanishes
throughout the fully polarized uniform gas of any density `n₀ > 0`. -/
theorem vanishes_for_polarized_uniform_gas {f : ℝ → ℝ → Space → Space → ℝ}
    (hf : VanishesForOneElectron f) {n₀ : ℝ} (hn : 0 < n₀) (x : Space) :
    ggaIntegrand f (fun _ => n₀) (fun _ => 0) x = 0 := by
  have h0 : ∀ c : ℝ, gradient (fun _ : Space => c) x = 0 := fun c => by simp [gradient]
  unfold ggaIntegrand
  rw [h0, h0]
  exact vanishes_on_polarized_sector hf hn 0

/-- A GGA integrand of the total density and its gradient alone that vanishes pointwise for
all one-electron densities is zero at every positive density and every gradient. -/
theorem total_density_gga_vanishes {f : ℝ → Space → ℝ}
    (hf : ∀ n, IsOneElectronDensity n → ∀ x, f (n x) (gradient n x) = 0)
    {n₀ : ℝ} (hn : 0 < n₀) (g : Space) : f n₀ g = 0 := by
  obtain ⟨n, h1, x, hx, hg⟩ := oneElectron_attains_density_and_gradient hn g
  rw [← hx, ← hg]
  exact hf n h1 x

/-- The integrand `-n↑ n↓` vanishes for all one-electron densities, yet is negative wherever
both spin densities are positive. -/
theorem opposite_spin_counterexample :
    VanishesForOneElectron (fun nUp nDown _ _ => -(nUp * nDown)) ∧
      ∀ nUp nDown : ℝ, 0 < nUp → 0 < nDown → -(nUp * nDown) < 0 := by
  refine ⟨fun n _ x => ?_, fun p q hp hq => neg_neg_of_pos (mul_pos hp hq)⟩
  simp [ggaIntegrand]

end

end GGAOneElectronConstraint
```

```lean
#print axioms GGAOneElectronConstraint.gaussian_attains_density_and_slope
-- 'GGAOneElectronConstraint.gaussian_attains_density_and_slope' depends on axioms: [propext, Classical.choice, Quot.sound]
#print axioms GGAOneElectronConstraint.vanishes_for_polarized_uniform_gas
-- 'GGAOneElectronConstraint.vanishes_for_polarized_uniform_gas' depends on axioms: [propext, Classical.choice, Quot.sound]
#print axioms GGAOneElectronConstraint.total_density_gga_vanishes
-- 'GGAOneElectronConstraint.total_density_gga_vanishes' depends on axioms: [propext, Classical.choice, Quot.sound]
#print axioms GGAOneElectronConstraint.opposite_spin_counterexample
-- 'GGAOneElectronConstraint.opposite_spin_counterexample' depends on axioms: [propext, Classical.choice, Quot.sound]
```

## Zero for one electron means zero at full polarization

Write n↑ and n↓ for the two spin densities. A GGA correlation energy is the integral over space of a function f of four local quantities:

f(n↑, n↓, ∇n↑, ∇n↓)

Suppose that this integrand is zero at every point whenever n↑ is the density of a single electron and n↓ = 0. The theorem `vanishes_on_polarized_sector` concludes that, for every number n₀ > 0 and every vector g,

f(n₀, 0, g, 0) = 0.

The uniform gas with all spins up has constant n↑ = n₀, so its gradient is zero and it is the case g = 0. This is `vanishes_for_polarized_uniform_gas`. The physical gas has a nonzero correlation energy even at full polarization, because electrons of equal spin still repel each other; that fact is physical input and does not come from the file. Together, the two show that a GGA of this form must give up either pointwise vanishing for one electron or the correct polarized uniform gas.

The conclusion concerns full polarization only. The integrand −n↑n↓ vanishes for every one-electron density, yet it is negative wherever both spins are present, as `opposite_spin_counterexample` records. If f depends only on the total density and its gradient, it has no means of telling polarizations apart, and `total_density_gga_vanishes` shows that the one-electron constraint then forces it to be zero at every positive density and every gradient.

## Orbitals, densities and integrands in Lean

`Space` is three-dimensional Euclidean space. The predicate `IsOneElectronDensity n` says that n(x) = |φ(x)|² for some infinitely differentiable complex orbital φ with ∫|φ|² = 1. Orbitals with a nuclear cusp are therefore not in the class. This does not weaken the conclusion: a functional that vanishes for a larger class, cusped densities included, satisfies the hypothesis as well.

`ggaIntegrand f nUp nDown x` evaluates f at the point x. The function f is arbitrary, with no assumption of continuity or rotational invariance, so the usual GGAs, which depend on gradients only through their dot products, are special cases. `VanishesForOneElectron f` is the constraint itself, stated for a spin-up electron; a spin-down electron is treated by exchanging the labels.

The constraint is pointwise. A functional whose energy is zero for one electron only because positive and negative regions cancel in the integral does not satisfy it. The theorems also make no statement about f at n₀ = 0.

## Fitting a Gaussian to a density and a slope

The proof rests on one family of densities, with a > 0:

n(r) = (a/π)^(3/2) exp(−a r²)

Larger a means a narrower Gaussian. Differentiating gives

n′(r) = −2 a r n(r),

which is `hasDerivAt_gaussianProfile`. We want a radius r ≥ 0 at which n(r) = n₀ and |n′(r)| = g₀, for given n₀ > 0 and g₀ ≥ 0. Put s = g₀/n₀. Once the density is n₀, the slope condition reads 2 a r n₀ = g₀, so

r = s/(2a), and hence a r² = s²/(4a).

Substituting this into the density condition leaves one equation for a:

F(a) = (a/π)^(3/2) exp(−s²/(4a)) = n₀

The lemma `exists_width` solves it by the intermediate value theorem. F is continuous for a > 0, so it is enough to find one value of a where F is at most n₀ and one where it is at least n₀.

For the first, take a = π n₀^(2/3). The prefactor is then exactly n₀ and the exponential is at most 1, so F(a) ≤ n₀. In the code this is `hlow`.

For the second, set M = n₀ exp(s²/4) and u = π M^(2/3) + 1. The prefactor at u is at least M. Since u ≥ 1, we also have s²/(4u) ≤ s²/4, and therefore

F(u) ≥ M exp(−s²/4) = n₀.

This is `hup`. The auxiliary statement `key` is the identity (π M^(2/3)/π)^(3/2) = M, which evaluates the prefactor in both bounds.

The theorem `gaussian_attains_density_and_slope` takes the resulting a, sets r = g₀/(2 a n₀), and checks the two conditions by substitution.

## From a radial slope to any gradient vector

A GGA may depend on the direction of the gradient, so the radial statement has to be extended to vectors. In space the Gaussian density is n(x) = (a/π)^(3/2) exp(−a|x|²), and `hasGradientAt_gaussianDensity` gives

∇n(x) = −2 a n(x) x.

To obtain the gradient g, choose a from the same equation with s = |g|/n₀, and go to the point

x = −g/(2 a n₀).

Its distance from the origin is s/(2a), so the density there is n₀. The gradient is then −2 a n₀ x = g. The sign is as expected: the density rises towards the centre, so the point lies on the side opposite to g.

It remains to see that the Gaussian belongs to one electron. Its orbital is

φ(x) = (a/π)^(3/4) exp(−a|x|²/2).

This is smooth, and its square is n. Because ∫ exp(−a|x|²) d³x = (π/a)^(3/2), the norm is 1. The lemma `gaussian_isOneElectronDensity` carries out this argument, taking the Gaussian integral from Mathlib.

With these facts, `oneElectron_attains_density_and_gradient` supplies, for any n₀ > 0 and any g, a one-electron density n and a point x with n(x) = n₀ and ∇n(x) = g. The constraint says that the integrand is zero at that point. Its arguments there are n₀, 0, g and 0, so f(n₀, 0, g, 0) = 0. The proof of `vanishes_on_polarized_sector` consists of this substitution, together with the fact that the zero spin-down density has zero gradient. The total-density theorem uses the same substitution with two arguments instead of four.

## The peak of a Gaussian looks like a uniform gas

The limiting case g₀ = 0 needs no intermediate value theorem. Then s = 0 and r = 0, and the equation for a has the explicit solution

a = π n₀^(2/3).

The point is the centre of the Gaussian, where the density is n₀ and the gradient vanishes. A GGA receives exactly the same data there as at any point of the polarized uniform gas with density n₀, and so must return the same value.

The same coincidence appears in a density-functional code. At each grid point, a spin-polarized GGA routine typically receives the two spin densities and the dot products of their gradients, and returns an energy per volume or per electron. A call with n↑ = n₀, n↓ = 0 and all gradient products zero could come from the peak of a one-electron Gaussian or from the polarized gas, and the routine cannot tell which. Whether a routine meets the constraint can be tested by direct calls with n↑ > 0, any gradient of n↑, and n↓ and its gradient set to zero: a correlation energy that differs from zero by more than rounding error shows a violation. A one-electron Gaussian that has the same data at one of its points can be found by bisection on F(a) = n₀, starting from the two values of a used in the proof. F increases with a, so the root is unique.
